# Exactly four sign changes of three basis vectors have determinant 1

Keeping or reversing each of three basis vectors is described by three real factors, each `1` or `-1`, placed on the diagonal of a matrix. The sign change is called proper when this matrix has determinant `1`. The theorem `isProper_iff` says that the proper sign changes are exactly the identity and the three that reverse two of the vectors. For the forward direction, the attempt writes the determinant as a product of the three factors, splits into the eight sign patterns, and asks `norm_num` to simplify both the determinant hypothesis `hd` and the goal in each. The converse checks the four listed triples directly.

The first attempt, which Lean rejects:

```lean
import Mathlib

noncomputable section

namespace IsProperIff

/-- A proper sign change: every factor is `1` or `-1`, and the diagonal matrix of the
factors has determinant `1`. -/
def IsProper (s : Fin 3 → ℝ) : Prop :=
  (∀ i, s i = 1 ∨ s i = -1) ∧ (Matrix.diagonal s).det = 1

/-- There are exactly four proper sign changes: the identity and the three that reverse
two of the basis vectors. -/
theorem isProper_iff {s : Fin 3 → ℝ} :
    IsProper s ↔ s = ![1, 1, 1] ∨ s = ![1, -1, -1] ∨ s = ![-1, 1, -1] ∨ s = ![-1, -1, 1] := by
  constructor
  · rintro ⟨h, hd⟩
    rw [Matrix.det_diagonal, Fin.prod_univ_three] at hd
    have hs : s = ![s 0, s 1, s 2] := by
      ext i
      fin_cases i <;> rfl
    rw [hs]
    -- of the eight sign patterns, four have determinant -1
    rcases h 0 with h0 | h0 <;> rcases h 1 with h1 | h1 <;> rcases h 2 with h2 | h2 <;>
      rw [h0, h1, h2] at hd ⊢ <;> norm_num at hd ⊢
  · rintro (rfl | rfl | rfl | rfl) <;>
      exact ⟨fun i => by fin_cases i <;> simp,
        by simp [Matrix.det_diagonal, Fin.prod_univ_three]⟩

end IsProperIff
```

The compiler's answer:

```
Main.lean:25:34: error: No goals to be solved
Main.lean:25:34: error: No goals to be solved
Main.lean:25:34: error: No goals to be solved
Main.lean:25:34: error: No goals to be solved
```

What went wrong. The message `No goals to be solved` means that a tactic was asked to work on a goal when none was left. It appears four times, once for each sign pattern whose product is `-1`. In these cases `hd` says that `-1` equals `1`. The call `norm_num at hd ⊢` simplifies `hd` first, finds it false, and closes the goal by contradiction. It then turns to the target, named by `⊢`, which no longer exists, and this raises the error. In the other four patterns `hd` is merely true, so the target is still there to be proved.

The repair uses `revert hd` to move the hypothesis into the goal, which becomes an implication from the determinant equation to the list of triples. A plain `norm_num` then has only one thing to simplify. Where the equation is false the implication holds at once, and where it is true `norm_num` proves that the triple is in the list.

As a diff, the version that Lean accepts:

```diff
@@ -23,5 +23,5 @@
     -- of the eight sign patterns, four have determinant -1
     rcases h 0 with h0 | h0 <;> rcases h 1 with h1 | h1 <;> rcases h 2 with h2 | h2 <;>
-      rw [h0, h1, h2] at hd ⊢ <;> norm_num at hd ⊢
+      rw [h0, h1, h2] at hd ⊢ <;> revert hd <;> norm_num
   · rintro (rfl | rfl | rfl | rfl) <;>
       exact ⟨fun i => by fin_cases i <;> simp,
```
